# Eigenvalues of the Kerker-preconditioned Thomas-Fermi dielectric matrix lie between 1 and k²/q²

**Q:** When I mix densities on a real-space grid, I take the residual r (output density minus input density), solve one screened Poisson equation

(L + q²) u = r,

and pass r − q²u to the mixer. Here L is minus the discretised Laplacian and q is a wave number that I choose. I'm told this is the Kerker preconditioner and that it tames charge sloshing. What has been proved about it, and is it about my calculation?

**A:** It is about a linear model of your calculation. Close to self-consistency the residual is, up to sign, a dielectric matrix ε applied to the density error. With a mixing parameter α, one step of simple mixing multiplies the error by 1 − αKε, where K is the preconditioner, so the eigenvalues of Kε decide how fast you converge. The model takes

K = L(L + q²)⁻¹,  ε = 1 + k²L⁻¹.

The constant k is the Thomas-Fermi wave number. It stands for a density that responds locally to the potential, with the same strength at every grid point. The only change of potential that the model counts is the electrostatic one; the change of the exchange-correlation potential is left out.

**Q:** So a metal with a surface, or an insulator, is already excluded.

**A:** Yes, their response is not a single constant. Within the uniform model, the grid is a finite index type `n`, a grid function is a map `n → ℝ`, and operators are real square matrices.

```lean
import Mathlib

open Matrix

namespace KerkerOnGrid

noncomputable section

variable {n : Type*} [Fintype n] [DecidableEq n]
```

The screened operator comes first. The expression `q ^ 2 • 1` is q² times the identity matrix.

```lean
/-- The screened Poisson operator `L + q²` on the grid. -/
def screened (L : Matrix n n ℝ) (q : ℝ) : Matrix n n ℝ := L + q ^ 2 • (1 : Matrix n n ℝ)
```

The other two definitions transcribe K and ε.

```lean
/-- The Kerker preconditioner `L (L + q²)⁻¹`. -/
def kerker (L : Matrix n n ℝ) (q : ℝ) : Matrix n n ℝ := L * (screened L q)⁻¹

/-- The Thomas-Fermi dielectric matrix `1 + k² L⁻¹`. -/
def dielectric (L : Matrix n n ℝ) (k : ℝ) : Matrix n n ℝ := 1 + k ^ 2 • L⁻¹
```

**Q:** Nothing there says that L is a Laplacian.

**A:** Nothing does. The theorems assume `L.PosDef`: L is symmetric and v·Lv > 0 for every nonzero v. Minus the usual finite-difference Laplacian, with zero boundary values, qualifies. A periodic one does not, because constant functions have zero energy; there you would first remove the constant mode and work on the remaining space.

**Q:** Then let me see that the inverses make sense.

**A:** Write S = L + q². For any v,

v·Sv = v·Lv + q² v·v.

In Lean `⬝ᵥ` is the dot product and `*ᵥ` applies a matrix to a vector, so this is an expansion of the definition.

```lean
/-- The quadratic form of the screened operator is that of `L` plus `q²` times the squared
length of the grid function. -/
theorem screened_energy (L : Matrix n n ℝ) (q : ℝ) (v : n → ℝ) :
    v ⬝ᵥ (screened L q *ᵥ v) = v ⬝ᵥ (L *ᵥ v) + q ^ 2 * (v ⬝ᵥ v) := by
  rw [screened, Matrix.add_mulVec, Matrix.smul_mulVec, Matrix.one_mulVec, dotProduct_add,
    dotProduct_smul, smul_eq_mul]
```

If S were singular, some v ≠ 0 would satisfy Sv = 0. The left side would then vanish while the right side is positive. The proof takes that null vector from a zero determinant and lets `linarith` find the contradiction.

```lean
/-- For positive definite `L` the screened Poisson operator is invertible. -/
theorem screened_det_isUnit {L : Matrix n n ℝ} (hL : L.PosDef) (q : ℝ) :
    IsUnit (screened L q).det := by
  rw [isUnit_iff_ne_zero]
  intro h
  -- a null vector would have zero energy
  obtain ⟨v, hv, h0⟩ := Matrix.exists_mulVec_eq_zero_iff.mpr h
  have h1 := hL.dotProduct_mulVec_pos hv
  rw [star_trivial] at h1
  have h2 : 0 ≤ v ⬝ᵥ v := Finset.sum_nonneg fun i _ => mul_self_nonneg (v i)
  have h3 := screened_energy L q v
  rw [h0, dotProduct_zero] at h3
  linarith [mul_nonneg (sq_nonneg q) h2]
```

**Q:** And my single solve?

**A:** Substitute L = S − q²:

K = (S − q²)S⁻¹ = 1 − q²S⁻¹.

The `calc` block has the same two steps.

```lean
/-- The Kerker preconditioner is the identity minus `q²` times the screened Poisson inverse. -/
theorem kerker_eq {L : Matrix n n ℝ} (hL : L.PosDef) (q : ℝ) :
    kerker L q = 1 - q ^ 2 • (screened L q)⁻¹ := by
  have hS : L = screened L q - q ^ 2 • (1 : Matrix n n ℝ) := by simp [screened]
  calc kerker L q = (screened L q - q ^ 2 • (1 : Matrix n n ℝ)) * (screened L q)⁻¹ := by
        rw [← hS, kerker]
    _ = 1 - q ^ 2 • (screened L q)⁻¹ := by
        rw [sub_mul, Matrix.mul_nonsing_inv _ (screened_det_isUnit hL q), smul_mul_assoc,
          one_mul]
```

If Su = r, then S⁻¹r = u, and therefore Kr = r − q²u. That is the vector you pass to the mixer. The theorem concerns an exact solution u; an iterative solver stopped at a tolerance is not covered.

```lean
/-- If `u` solves the screened Poisson equation `(L + q²) u = r`, then the preconditioned
residual is `r - q² u`. -/
theorem kerker_by_one_solve {L : Matrix n n ℝ} (hL : L.PosDef) (q : ℝ) {u r : n → ℝ}
    (h : screened L q *ᵥ u = r) : kerker L q *ᵥ r = r - q ^ 2 • u := by
  have hu : (screened L q)⁻¹ *ᵥ r = u := by
    rw [← h, Matrix.mulVec_mulVec, Matrix.nonsing_inv_mul _ (screened_det_isUnit hL q),
      Matrix.one_mulVec]
  rw [kerker_eq hL, Matrix.sub_mulVec, Matrix.one_mulVec, Matrix.smul_mulVec, hu]
```

**Q:** Now the product Kε. Matrices need not commute.

**A:** These do. Multiplying in the other order gives

S⁻¹L = S⁻¹(S − q²) = 1 − q²S⁻¹ = K,

so KL⁻¹ = S⁻¹LL⁻¹ = S⁻¹, and

Kε = K + k²KL⁻¹ = 1 − q²S⁻¹ + k²S⁻¹ = 1 + (k² − q²)S⁻¹.

In the proof, `hcomm` is the first line and `hKL` the second. Invertibility of L itself is the case q = 0 of the earlier lemma, and `module` collects the coefficients of S⁻¹.

```lean
/-- The preconditioned dielectric matrix is the identity plus `k² - q²` times the screened
Poisson inverse. -/
theorem kerker_mul_dielectric {L : Matrix n n ℝ} (hL : L.PosDef) (q k : ℝ) :
    kerker L q * dielectric L k = 1 + (k ^ 2 - q ^ 2) • (screened L q)⁻¹ := by
  have hdet : IsUnit L.det := by simpa [screened] using screened_det_isUnit hL 0
  have hS : L = screened L q - q ^ 2 • (1 : Matrix n n ℝ) := by simp [screened]
  -- `L` commutes with the screened inverse
  have hcomm : (screened L q)⁻¹ * L = kerker L q := by
    calc (screened L q)⁻¹ * L
        = (screened L q)⁻¹ * (screened L q - q ^ 2 • (1 : Matrix n n ℝ)) := by rw [← hS]
      _ = kerker L q := by
        rw [mul_sub, Matrix.nonsing_inv_mul _ (screened_det_isUnit hL q), mul_smul_comm,
          mul_one, kerker_eq hL]
  have hKL : kerker L q * L⁻¹ = (screened L q)⁻¹ := by
    rw [← hcomm, mul_assoc, Matrix.mul_nonsing_inv _ hdet, mul_one]
  rw [dielectric, mul_add, mul_one, mul_smul_comm, hKL, kerker_eq hL]
  module
```

**Q:** If you only treat real eigenvalues, you might miss complex ones.

**A:** There are none to miss. S is symmetric, hence so are S⁻¹ and Kε, and a real symmetric matrix has only real eigenvalues.

```lean
/-- The preconditioned dielectric matrix is symmetric. -/
theorem preconditioned_isSymm {L : Matrix n n ℝ} (hL : L.PosDef) (q k : ℝ) :
    (kerker L q * dielectric L k).IsSymm := by
  have hT : Lᵀ = L := by
    rw [← Matrix.conjTranspose_eq_transpose_of_trivial]
    exact hL.isHermitian
  have hS : (screened L q)ᵀ = screened L q := by
    rw [screened, Matrix.transpose_add, Matrix.transpose_smul, Matrix.transpose_one, hT]
  rw [Matrix.IsSymm, kerker_mul_dielectric hL, Matrix.transpose_add, Matrix.transpose_smul,
    Matrix.transpose_one, Matrix.transpose_nonsing_inv, hS]
```

**Q:** Then bound them.

**A:** Multiply the formula for Kε by S from the left:

S Kε = S + (k² − q²) = L + k².

```lean
/-- Applying `L + q²` to the preconditioned dielectric matrix gives `L + k²`. -/
theorem screened_mul_preconditioned {L : Matrix n n ℝ} (hL : L.PosDef) (q k : ℝ) :
    screened L q * (kerker L q * dielectric L k) = screened L k := by
  rw [kerker_mul_dielectric hL, mul_add, mul_one, mul_smul_comm,
    Matrix.mul_nonsing_inv _ (screened_det_isUnit hL q)]
  unfold screened
  module
```

Let Kε v = μv with v ≠ 0. Applying S to both sides gives

(L + k²)v = μ(L + q²)v.

Take the dot product with v, and set a = v·v > 0 and b = v·Lv > 0:

b + k²a = μ(b + q²a).

This can be rearranged in two ways:

(μ − 1)(b + q²a) = (k² − q²)a,

(k² − μq²)a = (μ − 1)b.

Suppose k² ≥ q². The first line gives μ ≥ 1, and then the second gives μq² ≤ k². If k² ≤ q², both inequalities reverse. Dividing by q², which needs q ≠ 0, puts μ between 1 and k²/q².

**Q:** How does the Lean statement say "between" without knowing which end is larger?

**A:** `Set.uIcc` is the closed interval with the two given endpoints in either order. The eigenvalue equation is the hypothesis `h`, together with `v ≠ 0`. The sign of k is free, since only k² enters.

In the proof, `e` is the generalised eigenvalue problem and `e2` its dot product with v. The two `generalize` lines replace the quadratic forms by the numbers b and a, and `le_total` splits the cases. Each bound is then proved by contradiction: `nlinarith` receives the products whose signs clash with the two rearranged identities.

```lean
/-- Every eigenvalue of the Kerker-preconditioned dielectric matrix lies between `1` and
`k² / q²`, whichever of the two is larger. -/
theorem eigenvalue_between {L : Matrix n n ℝ} (hL : L.PosDef) {q : ℝ} (hq : q ≠ 0) (k : ℝ)
    {μ : ℝ} {v : n → ℝ} (hv : v ≠ 0)
    (h : (kerker L q * dielectric L k) *ᵥ v = μ • v) :
    μ ∈ Set.uIcc 1 (k ^ 2 / q ^ 2) := by
  -- generalised eigenvalue problem `(L + k²) v = μ (L + q²) v`
  have e : screened L k *ᵥ v = μ • (screened L q *ᵥ v) := by
    rw [← screened_mul_preconditioned hL q k, ← Matrix.mulVec_mulVec, h, Matrix.mulVec_smul]
  have e2 : v ⬝ᵥ (screened L k *ᵥ v) = μ * (v ⬝ᵥ (screened L q *ᵥ v)) := by
    rw [e, dotProduct_smul, smul_eq_mul]
  rw [screened_energy, screened_energy] at e2
  have hb := hL.dotProduct_mulVec_pos hv
  rw [star_trivial] at hb
  have ha : 0 < v ⬝ᵥ v :=
    lt_of_le_of_ne (Finset.sum_nonneg fun i _ => mul_self_nonneg (v i))
      (Ne.symm (mt dotProduct_self_eq_zero.mp hv))
  have hq2 : 0 < q ^ 2 := by positivity
  generalize v ⬝ᵥ (L *ᵥ v) = b at e2 hb
  generalize v ⬝ᵥ v = a at e2 ha
  have hd : 0 < b + q ^ 2 * a := by positivity
  rw [Set.mem_uIcc]
  rcases le_total (q ^ 2) (k ^ 2) with hc | hc
  · left
    have h1 : 1 ≤ μ := by
      by_contra hn
      have hn' : 0 < 1 - μ := by linarith [not_le.mp hn]
      nlinarith [mul_pos hn' hd, mul_nonneg (sub_nonneg.mpr hc) ha.le]
    refine ⟨h1, ?_⟩
    rw [le_div_iff₀ hq2]
    by_contra hn
    nlinarith [mul_pos (sub_pos.mpr (not_le.mp hn)) ha, mul_nonneg (sub_nonneg.mpr h1) hb.le]
  · right
    have h1 : μ ≤ 1 := by
      by_contra hn
      nlinarith [mul_pos (sub_pos.mpr (not_le.mp hn)) hd,
        mul_nonneg (sub_nonneg.mpr hc) ha.le]
    refine ⟨?_, h1⟩
    rw [div_le_iff₀ hq2]
    by_contra hn
    nlinarith [mul_pos (sub_pos.mpr (not_le.mp hn)) ha, mul_nonneg (sub_nonneg.mpr h1) hb.le]
```

**Q:** What does that buy me in practice?

**A:** In this uniform linear-response model, with k and q both nonzero, the ratio of largest to smallest eigenvalue of Kε is at most the larger of k²/q² and q²/k², however large the box or fine the grid. Without K, the largest eigenvalue of ε is 1 + k²/λ, with λ the lowest eigenvalue of L, and λ shrinks as the box grows. In simple mixing without K, that mode's error is multiplied by 1 − α(1 + k²/λ) at each step. Once α(1 + k²/λ) exceeds 2, the error changes sign and grows every time, which is charge sloshing in this model.

**Q:** So I should set q = k?

**A:** In the model that is the perfect choice, because the coefficient k² − q² vanishes and Kε = 1. Conversely, if Kε = 1, then S Kε = L + k² becomes L + q² = L + k², and any diagonal entry gives q² = k². For nonnegative q and k this means q = k. The theorem asks for at least one grid point, since on an empty grid all matrices are equal and the converse would fail.

```lean
/-- The Kerker preconditioner inverts the dielectric matrix exactly when its wave number
equals the Thomas-Fermi one. -/
theorem preconditioned_eq_one_iff [Nonempty n] {L : Matrix n n ℝ} (hL : L.PosDef) {q k : ℝ}
    (hq : 0 ≤ q) (hk : 0 ≤ k) : kerker L q * dielectric L k = 1 ↔ q = k := by
  constructor
  · intro h
    have hs := screened_mul_preconditioned hL q k
    rw [h, mul_one] at hs
    -- compare one diagonal entry
    obtain ⟨i⟩ := ‹Nonempty n›
    have hi := congrFun (congrFun hs i) i
    simp only [screened, Matrix.add_apply, Matrix.smul_apply, Matrix.one_apply_eq,
      smul_eq_mul, mul_one] at hi
    exact (sq_eq_sq₀ hq hk).mp (by linarith)
  · intro h
    rw [kerker_mul_dielectric hL, h, sub_self, zero_smul, add_zero]
```

**Q:** Could the interval be much too wide?

**A:** Not if all you know is that L is positive definite, at least when k² > q². Pick μ > 1 with μq² < k² and try L = t·1, a multiple of the identity. Then L + k² = (t + k²)·1 and L + q² = (t + q²)·1, so Kε is the number (t + k²)/(t + q²) times the identity. Setting this equal to μ gives

t = (k² − μq²)/(μ − 1),

which is positive. On any nonempty grid μ is then an eigenvalue. The proof obtains t with its defining equation, checks t + k² = (t + q²)μ by `linear_combination`, and cancels the nonzero factor t + q².

```lean
/-- Every number `μ > 1` with `μ q² < k²` occurs: for some positive definite `L` the
preconditioned dielectric matrix is `μ` times the identity. -/
theorem bounds_sharp {q k μ : ℝ} (h1 : 1 < μ) (h2 : μ * q ^ 2 < k ^ 2) :
    ∃ L : Matrix n n ℝ, L.PosDef ∧
      kerker L q * dielectric L k = μ • (1 : Matrix n n ℝ) := by
  have hμ : 0 < μ - 1 := sub_pos.mpr h1
  obtain ⟨t, ht, hte⟩ : ∃ t : ℝ, 0 < t ∧ t * (μ - 1) = k ^ 2 - μ * q ^ 2 :=
    ⟨(k ^ 2 - μ * q ^ 2) / (μ - 1), div_pos (sub_pos.mpr h2) hμ,
      div_mul_cancel₀ _ hμ.ne'⟩
  have hL : (t • (1 : Matrix n n ℝ)).PosDef := Matrix.PosDef.one.smul ht
  refine ⟨t • (1 : Matrix n n ℝ), hL, ?_⟩
  have hS : ∀ p : ℝ, screened (t • (1 : Matrix n n ℝ)) p
      = (t + p ^ 2) • (1 : Matrix n n ℝ) := by
    intro p
    unfold screened
    module
  have hs := screened_mul_preconditioned hL q k
  rw [hS q, hS k, smul_mul_assoc, one_mul] at hs
  have hc : t + q ^ 2 ≠ 0 := by positivity
  have hval : t + k ^ 2 = (t + q ^ 2) * μ := by linear_combination -hte
  -- cancel the nonzero factor `t + q²`
  rw [hval, mul_smul] at hs
  exact smul_right_injective (Matrix n n ℝ) hc hs

end

end KerkerOnGrid
```

```lean
#print axioms KerkerOnGrid.preconditioned_isSymm
#print axioms KerkerOnGrid.eigenvalue_between
#print axioms KerkerOnGrid.preconditioned_eq_one_iff
#print axioms KerkerOnGrid.bounds_sharp
```

```
'KerkerOnGrid.preconditioned_isSymm' depends on axioms: [propext, Classical.choice, Quot.sound]
'KerkerOnGrid.eigenvalue_between' depends on axioms: [propext, Classical.choice, Quot.sound]
'KerkerOnGrid.preconditioned_eq_one_iff' depends on axioms: [propext, Classical.choice, Quot.sound]
'KerkerOnGrid.bounds_sharp' depends on axioms: [propext, Classical.choice, Quot.sound]
```

**Q:** A multiple of the identity is hardly my Laplacian.

**A:** No, and the theorem does not say that your Laplacian fills the interval. It says that, on a nonempty grid, no interval of smaller length serves all positive definite L when k² > q² > 0; the opposite case k² < q² has no such statement here. For one particular grid you can do better by hand: an eigenvalue λ of L gives the eigenvalue (λ + k²)/(λ + q²) of Kε, so the lowest and highest λ fix the actual range. With q and k nonzero, modes with λ far below both q² and k² sit near k²/q², and modes with λ far above both sit near 1; a small box may have none of the first kind, and a coarse grid none of the second.
